# Squared phase fields as permittivity derivatives of the minimum energy in a finite-dimensional composite model

Once the field in a discretised composite has been solved for, summing its square over the cells of each phase gives the derivative of the effective energy with respect to that phase's permittivity, with no second solve. This holds for equal cells, a fixed geometry and a fixed applied field, with real, positive permittivities, one scalar $e_i$ per phase $i$. The energy is taken as the sum over cells of permittivity times squared field, without the factor $1/2$. The solved field must minimise this energy over the admissible fields, and the minimum is the effective energy.

In Lean 4 with Mathlib:

```lean
import Mathlib

open Finset

namespace FieldFluctuation

noncomputable section

variable {ι E : Type*} [Fintype ι] [NormedAddCommGroup E] [InnerProductSpace ℝ E]

/-- Orthogonal projections onto the phases of a composite, summing to the identity. -/
structure IsPhaseDecomposition (P : ι → E →ₗ[ℝ] E) : Prop where
  symm : ∀ i, (P i).IsSymmetric
  idem : ∀ i, P i ∘ₗ P i = P i
  sum_eq : ∑ i, P i = LinearMap.id

/-- The energy of the field `u` when phase `i` has permittivity `e i`. -/
def energy (P : ι → E →ₗ[ℝ] E) (e : ι → ℝ) (u : E) : ℝ := ∑ i, e i * ‖P i u‖ ^ 2

/-- The bilinear cross energy of two fields. -/
def crossEnergy (P : ι → E →ₗ[ℝ] E) (e : ι → ℝ) : E →ₗ[ℝ] E →ₗ[ℝ] ℝ :=
  LinearMap.mk₂ ℝ (fun u w => ∑ i, e i * inner ℝ (P i u) (P i w))
    (by intro a b c; simp [inner_add_left, mul_add, sum_add_distrib])
    (by intro r a b; simp [real_inner_smul_left, mul_sum, mul_left_comm])
    (by intro a b c; simp [inner_add_right, mul_add, sum_add_distrib])
    (by intro r a b; simp [real_inner_smul_right, mul_sum, mul_left_comm])

/-- `x` is a fluctuation in `K` that minimises the energy of the total field `v + x`. -/
def IsMinimiser (P : ι → E →ₗ[ℝ] E) (K : Submodule ℝ E) (v : E) (e : ι → ℝ) (x : E) : Prop :=
  x ∈ K ∧ ∀ y ∈ K, energy P e (v + x) ≤ energy P e (v + y)

/-- The effective energy: the infimum of the energy over all fluctuations in `K`. -/
def effEnergy (P : ι → E →ₗ[ℝ] E) (K : Submodule ℝ E) (v : E) (e : ι → ℝ) : ℝ :=
  ⨅ x : K, energy P e (v + (x : E))

/-- The linear functional of the permittivities whose coefficients are the squared field
norms in the phases. -/
def fieldGradient (P : ι → E →ₗ[ℝ] E) (u : E) : (ι → ℝ) →L[ℝ] ℝ :=
  ∑ i, ‖P i u‖ ^ 2 • ContinuousLinearMap.proj (R := ℝ) (φ := fun _ : ι => ℝ) i

variable {P : ι → E →ₗ[ℝ] E} {K : Submodule ℝ E} {v x : E} {e : ι → ℝ}

/-- The functional `fieldGradient P u` evaluated at `e` is the energy of `u`. -/
theorem fieldGradient_apply (u : E) (e : ι → ℝ) : fieldGradient P u e = energy P e u := by
  simp only [fieldGradient, energy, _root_.sum_apply]
  refine sum_congr rfl fun i _ => ?_
  change ‖P i u‖ ^ 2 * e i = e i * ‖P i u‖ ^ 2
  ring

/-- The energy of a superposition is the sum of the energies plus twice the cross energy. -/
theorem energy_add (e : ι → ℝ) (u w : E) :
    energy P e (u + w) = energy P e u + 2 * crossEnergy P e u w + energy P e w := by
  simp only [energy, crossEnergy, LinearMap.mk₂_apply, map_add, norm_add_sq_real, mul_sum,
    ← sum_add_distrib]
  exact sum_congr rfl fun i _ => by ring

/-- With positive permittivities, only the zero field has no energy. -/
theorem eq_zero_of_energy_le (hP : ∑ i, P i = LinearMap.id) (he : ∀ i, 0 < e i) {u : E}
    (hu : energy P e u ≤ 0) : u = 0 := by
  have hz : ∀ i, P i u = 0 := by
    intro i
    have h1 : e i * ‖P i u‖ ^ 2 ≤ energy P e u :=
      single_le_sum (f := fun i => e i * ‖P i u‖ ^ 2)
        (fun j _ => mul_nonneg (he j).le (sq_nonneg _)) (mem_univ i)
    by_contra hne
    have h2 : 0 < e i * ‖P i u‖ ^ 2 := mul_pos (he i) (pow_pos (norm_pos_iff.2 hne) 2)
    linarith
  have h : (∑ i, P i) u = u := by rw [hP, LinearMap.id_apply]
  rw [LinearMap.sum_apply] at h
  exact h.symm.trans (sum_eq_zero fun i _ => hz i)

/-- Some fluctuation in `K` makes the cross energy of the total field with all of `K` vanish. -/
theorem exists_stationary [FiniteDimensional ℝ E] (hP : ∑ i, P i = LinearMap.id)
    (he : ∀ i, 0 < e i) (K : Submodule ℝ E) (v : E) :
    ∃ x ∈ K, ∀ y ∈ K, crossEnergy P e (v + x) y = 0 := by
  let T : K →ₗ[ℝ] Module.Dual ℝ K := (crossEnergy P e).compl₁₂ K.subtype K.subtype
  have hinj : Function.Injective T := by
    refine (injective_iff_map_eq_zero T).2 fun x hx => Subtype.ext ?_
    have h : crossEnergy P e (x : E) (x : E) = 0 := LinearMap.congr_fun hx x
    refine eq_zero_of_energy_le hP he (le_of_eq ?_)
    rw [← h]
    simp [energy, crossEnergy]
  -- in finite dimension an injective map from `K` to its dual is onto
  have hsurj : Function.Surjective T :=
    (LinearMap.injective_iff_surjective_of_finrank_eq_finrank
      (Subspace.dual_finrank_eq (K := ℝ) (V := K)).symm).1 hinj
  obtain ⟨x, hx⟩ := hsurj (-(crossEnergy P e v ∘ₗ K.subtype))
  refine ⟨x, x.2, fun y hy => ?_⟩
  have h : crossEnergy P e (x : E) y = -crossEnergy P e v y := LinearMap.congr_fun hx ⟨y, hy⟩
  rw [map_add, LinearMap.add_apply, h, add_neg_cancel]

/-- A fluctuation minimises the energy exactly when the cross energy of the total field with
every fluctuation vanishes. -/
theorem isMinimiser_iff [FiniteDimensional ℝ E] (hP : ∑ i, P i = LinearMap.id)
    (he : ∀ i, 0 < e i) :
    IsMinimiser P K v e x ↔ x ∈ K ∧ ∀ y ∈ K, crossEnergy P e (v + x) y = 0 := by
  have key : ∀ a ∈ K, (∀ y ∈ K, crossEnergy P e (v + a) y = 0) → ∀ y ∈ K,
      energy P e (v + y) = energy P e (v + a) + energy P e (y - a) := by
    intro a ha hs y hy
    have h := energy_add (P := P) e (v + a) (y - a)
    rw [hs _ (K.sub_mem hy ha), show v + a + (y - a) = v + y by abel] at h
    linarith
  constructor
  · rintro ⟨hx, hmin⟩
    obtain ⟨a, ha, hs⟩ := exists_stationary hP he K v
    have h1 := key a ha hs x hx
    have h2 := hmin a ha
    have h3 : x = a := sub_eq_zero.1 (eq_zero_of_energy_le hP he (by linarith))
    rw [h3]
    exact ⟨ha, hs⟩
  · rintro ⟨hx, hs⟩
    refine ⟨hx, fun y hy => ?_⟩
    have h : 0 ≤ energy P e (y - x) :=
      sum_nonneg fun i _ => mul_nonneg (he i).le (sq_nonneg _)
    linarith [key x hx hs y hy]

/-- The minimising field at `e`, used as a trial field at `e'`, overestimates the effective
energy by at most an explicit amount quadratic in the change of the permittivities. -/
theorem trial_field_bounds [FiniteDimensional ℝ E] (hP : ∑ i, P i = LinearMap.id)
    (he : ∀ i, 0 < e i) (hx : IsMinimiser P K v e x) {e' : ι → ℝ} (he' : ∀ i, 0 < e' i) :
    effEnergy P K v e' ≤ energy P e' (v + x) ∧
    energy P e' (v + x) - ∑ i, (e' i - e i) ^ 2 / e' i * ‖P i (v + x)‖ ^ 2
      ≤ effEnergy P K v e' := by
  obtain ⟨hxK, hs⟩ := (isMinimiser_iff hP he).1 hx
  constructor
  · refine ciInf_le (f := fun y : K => energy P e' (v + (y : E))) ⟨0, ?_⟩ ⟨x, hxK⟩
    rintro _ ⟨y, rfl⟩
    exact sum_nonneg fun i _ => mul_nonneg (he' i).le (sq_nonneg _)
  · refine le_ciInf fun y => ?_
    have h := energy_add (P := P) e' (v + x) ((y : E) - x)
    rw [show v + x + ((y : E) - x) = v + y by abel] at h
    have h0 := hs _ (K.sub_mem y.2 hxK)
    -- complete the square in each phase
    have hsq : 0 ≤ ∑ i, (2 * (e' i * inner ℝ (P i (v + x)) (P i ((y : E) - x)))
        - 2 * (e i * inner ℝ (P i (v + x)) (P i ((y : E) - x)))
        + e' i * ‖P i ((y : E) - x)‖ ^ 2
        + (e' i - e i) ^ 2 / e' i * ‖P i (v + x)‖ ^ 2) := by
      refine sum_nonneg fun i _ => ?_
      have hne : e' i ≠ 0 := (he' i).ne'
      have hn := mul_nonneg (he' i).le
        (sq_nonneg ‖((e' i - e i) / e' i) • P i (v + x) + P i ((y : E) - x)‖)
      rw [norm_add_sq_real, norm_smul, real_inner_smul_left, mul_pow, Real.norm_eq_abs,
        sq_abs] at hn
      refine hn.trans_eq ?_
      field_simp
      ring
    rw [sum_add_distrib, sum_add_distrib, sum_sub_distrib, ← mul_sum, ← mul_sum] at hsq
    simp only [crossEnergy, LinearMap.mk₂_apply] at h h0
    rw [h0] at hsq
    simp only [energy] at h hsq ⊢
    linarith

/-- The effective energy has a total derivative in the permittivities, given by the squared
norms of the minimising field in the phases. -/
theorem hasFDerivAt_effEnergy [FiniteDimensional ℝ E] (hP : ∑ i, P i = LinearMap.id)
    (he : ∀ i, 0 < e i) (hx : IsMinimiser P K v e x) :
    HasFDerivAt (effEnergy P K v) (fieldGradient P (v + x)) e := by
  have hev : ∀ᶠ e' in nhds e, ∀ i, e i / 2 < e' i := by
    refine Filter.eventually_all.2 fun i => ?_
    have hc : Continuous fun e' : ι → ℝ => e' i := continuous_apply i
    exact (hc.tendsto e).eventually (lt_mem_nhds (half_lt_self (he i)))
  -- the error of the linear approximation is quadratic
  have hO : (fun e' => effEnergy P K v e' - fieldGradient P (v + x) e')
      =O[nhds e] fun e' => ‖e' - e‖ ^ 2 := by
    refine Asymptotics.IsBigO.of_bound (∑ i, ‖P i (v + x)‖ ^ 2 / (e i / 2)) ?_
    filter_upwards [hev] with e' h
    obtain ⟨hu, hl⟩ := trial_field_bounds hP he hx
      (fun i => (half_pos (he i)).trans (h i))
    have hS : ∑ i, (e' i - e i) ^ 2 / e' i * ‖P i (v + x)‖ ^ 2
        ≤ (∑ i, ‖P i (v + x)‖ ^ 2 / (e i / 2)) * ‖e' - e‖ ^ 2 := by
      rw [sum_mul]
      refine sum_le_sum fun i _ => ?_
      have h1 : |e' i - e i| ≤ ‖e' - e‖ := norm_le_pi_norm (e' - e) i
      have h2 : (e' i - e i) ^ 2 ≤ ‖e' - e‖ ^ 2 := by
        rw [← sq_abs]
        exact pow_le_pow_left₀ (abs_nonneg _) h1 2
      have h3 := div_le_div₀ (sq_nonneg ‖e' - e‖) h2 (half_pos (he i)) (h i).le
      exact (mul_le_mul_of_nonneg_right h3 (sq_nonneg _)).trans_eq (by ring)
    rw [fieldGradient_apply, Real.norm_eq_abs, Real.norm_of_nonneg (sq_nonneg ‖e' - e‖)]
    exact abs_le.2 ⟨by linarith, by linarith⟩
  have h1 := (hO.hasFDerivAt (𝕜 := ℝ) one_lt_two).add (fieldGradient P (v + x)).hasFDerivAt
  rw [zero_add] at h1
  exact h1.congr_of_eventuallyEq (Filter.Eventually.of_forall fun e' => by simp)

/-- Field fluctuation formula: the minimiser is unique, the effective energy is differentiable,
its derivative in `e i` is the squared norm of the minimising field in phase `i`, and these
squared norms add up to that of the whole field. -/
theorem field_fluctuation_formula [DecidableEq ι] [FiniteDimensional ℝ E]
    (hP : IsPhaseDecomposition P) (K : Submodule ℝ E) (v : E) (he : ∀ i, 0 < e i) :
    ∃ x, IsMinimiser P K v e x ∧ (∀ y, IsMinimiser P K v e y → y = x) ∧
      DifferentiableAt ℝ (effEnergy P K v) e ∧
      (∀ i, HasDerivAt (fun t => effEnergy P K v (Function.update e i t))
        (‖P i (v + x)‖ ^ 2) (e i)) ∧
      ∑ i, ‖P i (v + x)‖ ^ 2 = ‖v + x‖ ^ 2 := by
  obtain ⟨x, hxK, hs⟩ := exists_stationary hP.sum_eq he K v
  have hx : IsMinimiser P K v e x := (isMinimiser_iff hP.sum_eq he).2 ⟨hxK, hs⟩
  have hd := hasFDerivAt_effEnergy hP.sum_eq he hx
  refine ⟨x, hx, fun y hy => ?_, hd.differentiableAt, fun i => ?_, ?_⟩
  · have h := energy_add (P := P) e (v + x) (y - x)
    rw [hs _ (K.sub_mem hy.1 hxK), show v + x + (y - x) = v + y by abel] at h
    exact sub_eq_zero.1 (eq_zero_of_energy_le hP.sum_eq he (by linarith [hy.2 x hxK]))
  · -- vary one permittivity only
    have hu : HasDerivAt (fun t => Function.update e i t) (Pi.single i (1 : ℝ)) (e i) := by
      refine hasDerivAt_pi.2 fun j => ?_
      by_cases hj : j = i
      · subst hj
        simp only [Function.update_self, Pi.single_eq_same]
        exact hasDerivAt_id' (e j)
      · simpa [hj] using hasDerivAt_const (e i) (e j)
    have hd' : HasFDerivAt (effEnergy P K v) (fieldGradient P (v + x))
        (Function.update e i (e i)) := by
      rw [Function.update_eq_self]
      exact hd
    refine (hd'.comp_hasDerivAt (e i) hu).congr_deriv ?_
    rw [fieldGradient_apply]
    simp [energy, Pi.single_apply]
  · have h : ∀ i, ‖P i (v + x)‖ ^ 2 = inner ℝ (P i (v + x)) (v + x) := by
      intro i
      have h1 := hP.symm i (P i (v + x)) (v + x)
      have h2 : P i (P i (v + x)) = P i (v + x) := LinearMap.congr_fun (hP.idem i) (v + x)
      rw [h2] at h1
      rw [h1, real_inner_self_eq_norm_sq]
    rw [sum_congr rfl fun i _ => h i, ← sum_inner, ← LinearMap.sum_apply, hP.sum_eq,
      LinearMap.id_apply, real_inner_self_eq_norm_sq]

/-- For cells `k` filled with phase `χ k`, the map that keeps the field in the cells of
phase `a` and sets it to zero elsewhere. -/
def phaseProj [DecidableEq ι] {n : ℕ} (χ : Fin n → ι) (a : ι) :
    EuclideanSpace ℝ (Fin n) →ₗ[ℝ] EuclideanSpace ℝ (Fin n) where
  toFun u := WithLp.toLp 2 fun k => if χ k = a then u k else 0
  map_add' u w := by ext k; by_cases h : χ k = a <;> simp [h]
  map_smul' r u := by ext k; by_cases h : χ k = a <;> simp [h]

/-- For any assignment of phases to cells, the maps `phaseProj χ` are orthogonal projections
that sum to the identity. -/
theorem isPhaseDecomposition_witness [DecidableEq ι] {n : ℕ} (χ : Fin n → ι) :
    IsPhaseDecomposition (phaseProj χ) where
  symm a u w := by
    rw [PiLp.inner_apply, PiLp.inner_apply]
    refine sum_congr rfl fun k _ => ?_
    by_cases h : χ k = a <;> simp [phaseProj, h]
  idem a := by
    refine LinearMap.ext fun u => ?_
    ext k
    by_cases h : χ k = a <;> simp [phaseProj, h]
  sum_eq := by
    refine LinearMap.ext fun u => ?_
    ext k
    simp [LinearMap.sum_apply, phaseProj]

end

end FieldFluctuation
```

```lean
#print axioms FieldFluctuation.hasFDerivAt_effEnergy
#print axioms FieldFluctuation.field_fluctuation_formula
```

```
'FieldFluctuation.hasFDerivAt_effEnergy' depends on axioms: [propext, Classical.choice, Quot.sound]
'FieldFluctuation.field_fluctuation_formula' depends on axioms: [propext, Classical.choice, Quot.sound]
```

The fields form a finite-dimensional real inner product space $E$. The map $P_i$ (`P i`) restricts a field to phase $i$, and `IsPhaseDecomposition` says that these maps are symmetric, idempotent and sum to the identity. The vector $v$ is the applied field, and the subspace $K$ holds the admissible fluctuations, for instance discrete gradients of periodic potentials. The energy of a field $u$ and its minimum are

$$Q_e(u)=\sum_i e_i\|P_iu\|^2,\qquad m(e)=\inf_{x\in K}Q_e(v+x),$$

written `energy` and `effEnergy`, without the electrostatic factor $1/2$ and without division by volume.

For all $e_i>0$, `field_fluctuation_formula` states that exactly one $x\in K$ minimises the energy, that $m$ is differentiable at $e$ in all permittivities jointly, and that

$$\frac{\partial m}{\partial e_i}=\|P_i(v+x)\|^2,\qquad \sum_i\|P_i(v+x)\|^2=\|v+x\|^2.$$

The partial derivative is expressed by `Function.update e i t`, which changes one permittivity and keeps the rest. Both $v$ and $K$ stay fixed as $e$ varies. Complex permittivities, moving interfaces and the continuum limit are not treated.

The proof starts from the cross energy $B_e(u,w)=\sum_i e_i\langle P_iu,P_iw\rangle$. Expanding the squares gives `energy_add`:

$$Q_e(u+w)=Q_e(u)+2B_e(u,w)+Q_e(w).$$

If $Q_e(u)\le 0$, every $P_iu$ vanishes, so $u=\sum_iP_iu=0$; this is `eq_zero_of_energy_le`. Hence the map $x\mapsto B_e(x,\cdot)$ from $K$ to its dual is injective, and by equality of dimensions it is onto. In `exists_stationary` this supplies an $x\in K$ with $B_e(x,y)=-B_e(v,y)$, that is, $B_e(v+x,y)=0$ for all $y\in K$. Then

$$Q_e(v+y)=Q_e(v+x)+Q_e(y-x),$$

so $x$ is a minimiser and the only one. `isMinimiser_iff` records that minimising and stationary fluctuations coincide.

For the derivative, keep this $x$ and change the permittivities to any positive $e'$. Write $u=v+x$, $\delta_i=e'_i-e_i$ and $w=y-x$ with $y\in K$. Subtracting $2B_e(u,w)=0$ from the expansion of $Q_{e'}(u+w)$ and completing the square in each phase gives

$$\begin{aligned}
Q_{e'}(v+y)&=Q_{e'}(u)+\sum_i\left(2\delta_i\langle P_iu,P_iw\rangle+e'_i\|P_iw\|^2\right)\\
&=Q_{e'}(u)+\sum_i e'_i\left\|P_iw+\frac{\delta_i}{e'_i}P_iu\right\|^2-\sum_i\frac{\delta_i^2}{e'_i}\|P_iu\|^2 .
\end{aligned}$$

Dropping the nonnegative squares bounds $m(e')$ from below, and using $x$ as a trial fluctuation bounds it from above. This is `trial_field_bounds`:

$$Q_{e'}(u)-\sum_i\frac{\delta_i^2}{e'_i}\|P_iu\|^2\le m(e')\le Q_{e'}(u).$$

At $e'=e$ both bounds equal $Q_e(u)$, so $m(e)=Q_e(u)$. Near $e$, where $e'_i>e_i/2$, the gap is at most $\left(\sum_i 2\|P_iu\|^2/e_i\right)\max_i\delta_i^2$. Since $Q_{e'}(u)=m(e)+\sum_i\delta_i\|P_iu\|^2$, the coefficients of $\delta_i$ are the derivatives. `hasFDerivAt_effEnergy` passes the quadratic error to `hO.hasFDerivAt` and adds the linear functional `fieldGradient`; the chain rule then gives the partial derivatives.

Finally, symmetry and idempotence give $\|P_iu\|^2=\langle P_iu,u\rangle$, and summing over $i$ yields $\|u\|^2$.

`isPhaseDecomposition_witness` shows that the hypotheses on $P$ are met by cells carrying one real field value each, with `χ k` the phase of cell `k`. A vector field is covered by letting `k` run over the field components of all cells, with `χ k` the phase of the cell that component `k` belongs to. In code, the derivatives are then one loop that adds each squared value to the total of its phase. For a uniform applied field $v\ne0$, and with $K$ the space of discrete gradients of periodic potentials, dividing by $\|v\|^2$ turns them into derivatives of $m/\|v\|^2$, the effective permittivity along the applied field. A finite difference of two solved energies approximates the same derivatives and can be compared with the output of the loop. This comparison does not test the choice of $K$ or $v$, since the formula holds for any choice.

Two equal layers in series make a small example: $v=(1,1)$, with $K$ spanned by $(1,-1)$. The minimising field is $\left(2e_2,\,2e_1\right)/(e_1+e_2)$ and $m=4e_1e_2/(e_1+e_2)$, so $\partial m/\partial e_1=4e_2^2/(e_1+e_2)^2$, the square of the first field value. The effective permittivity $m/2$ is the harmonic mean. With $K=\{0\}$, as for layers in parallel, the field stays $(1,1)$ and $m/2$ is the arithmetic mean.
